# The five-qubit compact-encoding plaquette: fermionic exchange signs and a loop product equal to one

If the edge operators of a fermion-to-qubit map have the right exchange signs but multiply to $-1$ around a square plaquette, the simulated fermions hop as if a magnetic flux of $\pi$ threaded it. For one square plaquette of the compact encoding with a qubit on its face, the file below proves the exchange signs and shows that the loop product is $+1$ on the whole five-qubit space.

```lean
import Mathlib

open scoped Kronecker

namespace CompactPlaquette

noncomputable section

/-- Operators on one qubit. -/
abbrev Qubit := Matrix (Fin 2) (Fin 2) ℂ

/-- Operators on five qubits. -/
abbrev Op := Matrix (Fin 2 × Fin 2 × Fin 2 × Fin 2 × Fin 2)
  (Fin 2 × Fin 2 × Fin 2 × Fin 2 × Fin 2) ℂ

/-- The Pauli matrix X. -/
def X : Qubit := !![0, 1; 1, 0]

/-- The Pauli matrix Y. -/
def Y : Qubit := !![0, -Complex.I; Complex.I, 0]

/-- The Pauli matrix Z. -/
def Z : Qubit := !![1, 0; 0, -1]

/-- The tensor product of five one-qubit operators, acting on qubits 1 to 5 in order. -/
def tensor5 (a b c d e : Qubit) : Op := a ⊗ₖ (b ⊗ₖ (c ⊗ₖ (d ⊗ₖ e)))

/-- The four corners of the plaquette, each carrying one fermionic mode. -/
inductive Vertex | v1 | v2 | v3 | v4

/-- The four sides of the plaquette, oriented 1→2, 3→2, 3→4 and 1→4. -/
inductive Edge | e12 | e32 | e34 | e14

/-- The vertex at which an oriented edge starts. -/
def tail : Edge → Vertex
  | .e12 => .v1
  | .e32 => .v3
  | .e34 => .v3
  | .e14 => .v1

/-- The vertex at which an oriented edge ends. -/
def head : Edge → Vertex
  | .e12 => .v2
  | .e32 => .v2
  | .e34 => .v4
  | .e14 => .v4

/-- Two edges are adjacent when they share exactly one endpoint. All edges run from
{1, 3} to {2, 4}, so this means that exactly one of the tails and the heads agree. -/
def Adjacent (e f : Edge) : Prop := ¬(tail e = tail f ↔ head e = head f)

/-- A vertex is incident to an edge when it is one of its two endpoints. -/
def Incident (v : Vertex) (e : Edge) : Prop := v = tail e ∨ v = head e

/-- The edge operators X₁Y₂Y₅, X₃Y₂X₅, X₃Y₄Y₅ and -X₁Y₄X₅; qubit 5 sits on the face. -/
def E : Edge → Op
  | .e12 => tensor5 X Y 1 1 Y
  | .e32 => tensor5 1 Y X 1 X
  | .e34 => tensor5 1 1 X Y Y
  | .e14 => -tensor5 X 1 1 Y X

/-- The operator of an edge traversed backwards, E_ji = -E_ij. -/
def Erev (e : Edge) : Op := -E e

/-- The vertex operator V_j = Z_j. -/
def V : Vertex → Op
  | .v1 => tensor5 Z 1 1 1 1
  | .v2 => tensor5 1 Z 1 1 1
  | .v3 => tensor5 1 1 Z 1 1
  | .v4 => tensor5 1 1 1 Z 1

/-- The Pauli strings Y₁, Z₁Y₂Y₅, -Z₁X₃Z₅ and -Z₁Y₄X₅, one for each vertex. -/
def majorana : Vertex → Op
  | .v1 => tensor5 Y 1 1 1 1
  | .v2 => tensor5 Z Y 1 1 Y
  | .v3 => -tensor5 Z 1 X 1 Z
  | .v4 => -tensor5 Z 1 1 Y X

/-- The multiplication table of the Pauli matrices. -/
theorem pauli_table :
    X * X = 1 ∧ Y * Y = 1 ∧ Z * Z = 1 ∧
    X * Y = Complex.I • Z ∧ Y * X = -(Complex.I • Z) ∧
    Y * Z = Complex.I • X ∧ Z * Y = -(Complex.I • X) ∧
    Z * X = Complex.I • Y ∧ X * Z = -(Complex.I • Y) := by
  refine ⟨?_, ?_, ?_, ?_, ?_, ?_, ?_, ?_, ?_⟩ <;> ext i j <;> fin_cases i <;>
    fin_cases j <;> simp [X, Y, Z, Matrix.mul_apply, Fin.sum_univ_succ]

/-- Tensor products multiply qubit by qubit, and the product of identities is the identity. -/
theorem tensor_mul :
    (∀ a b c d e a' b' c' d' e' : Qubit, tensor5 a b c d e * tensor5 a' b' c' d' e' =
      tensor5 (a * a') (b * b') (c * c') (d * d') (e * e')) ∧
    tensor5 1 1 1 1 1 = 1 := by
  constructor
  · intros
    simp only [tensor5, Matrix.mul_kronecker_mul]
  · simp only [tensor5, Matrix.one_kronecker_one]

/-- A scalar factor or a sign on any one qubit can be moved in front of the tensor product. -/
theorem tensor_scalar (a b c d e : Qubit) :
    (∀ s : ℂ, tensor5 (s • a) b c d e = s • tensor5 a b c d e ∧
     tensor5 a (s • b) c d e = s • tensor5 a b c d e ∧
     tensor5 a b (s • c) d e = s • tensor5 a b c d e ∧
     tensor5 a b c (s • d) e = s • tensor5 a b c d e ∧
     tensor5 a b c d (s • e) = s • tensor5 a b c d e) ∧
    (tensor5 (-a) b c d e = -tensor5 a b c d e ∧
     tensor5 a (-b) c d e = -tensor5 a b c d e ∧
     tensor5 a b (-c) d e = -tensor5 a b c d e ∧
     tensor5 a b c (-d) e = -tensor5 a b c d e ∧
     tensor5 a b c d (-e) = -tensor5 a b c d e) := by
  refine ⟨fun s => ⟨?_, ?_, ?_, ?_, ?_⟩, ⟨?_, ?_, ?_, ?_, ?_⟩⟩ <;> ext i j <;>
    simp only [tensor5, Matrix.kroneckerMap_apply, Matrix.smul_apply, Matrix.neg_apply,
      smul_eq_mul] <;> ring

/-- If two operators square to one, and they anticommute when p holds and commute when it
fails, then they anticommute exactly when p holds and commute exactly when it fails. -/
theorem exchange_iff {A B : Op} {p : Prop} (hA : A * A = 1) (hB : B * B = 1)
    (h : (p → A * B = -(B * A)) ∧ (¬p → A * B = B * A)) :
    (A * B = -(B * A) ↔ p) ∧ (A * B = B * A ↔ ¬p) := by
  -- doing both would force A * B = 0, against A * (A * B) * B = 1
  have key : ¬(A * B = B * A ∧ A * B = -(B * A)) := by
    rintro ⟨h1, h2⟩
    have h0 : A * B = 0 := by
      linear_combination (norm := module) (1 / 2 : ℂ) • h1 + (1 / 2 : ℂ) • h2
    have h3 : (1 : Op) = 0 := by
      calc (1 : Op) = A * (A * B) * B := by rw [← mul_assoc, hA, one_mul, hB]
        _ = 0 := by rw [h0, mul_zero, zero_mul]
    exact one_ne_zero h3
  by_cases hp : p
  · have a := h.1 hp
    exact ⟨⟨fun _ => hp, fun _ => a⟩, ⟨fun c => absurd ⟨c, a⟩ key, fun n => absurd hp n⟩⟩
  · have c := h.2 hp
    exact ⟨⟨fun a => absurd ⟨c, a⟩ key, fun q => absurd q hp⟩, ⟨fun _ => hp, fun _ => c⟩⟩

/-- Every edge operator and every vertex operator squares to one. -/
theorem squares : (∀ e, E e * E e = 1) ∧ (∀ v, V v * V v = 1) := by
  constructor
  · intro e
    cases e <;> simp [E, tensor_mul, pauli_table]
  · intro v
    cases v <;> simp [V, tensor_mul, pauli_table]

/-- The product of edge operators around the plaquette, E12 E23 E34 E41, is the identity
on the whole five-qubit space. -/
theorem loop_eq_one : E .e12 * Erev .e32 * E .e34 * Erev .e14 = 1 := by
  simp [E, Erev, tensor_mul, pauli_table, tensor_scalar, smul_smul]

/-- The compact-encoding plaquette: edges anticommute exactly when adjacent and otherwise
commute, an edge anticommutes with V_j exactly when j is an endpoint and otherwise commutes,
the vertex operators commute, and the loop product is the identity. -/
theorem compact_plaquette :
    (∀ e f, (E e * E f = -(E f * E e) ↔ Adjacent e f) ∧
      (E e * E f = E f * E e ↔ ¬Adjacent e f)) ∧
    (∀ e v, (E e * V v = -(V v * E e) ↔ Incident v e) ∧
      (E e * V v = V v * E e ↔ ¬Incident v e)) ∧
    (∀ v w, V v * V w = V w * V v) ∧
    E .e12 * Erev .e32 * E .e34 * Erev .e14 = 1 := by
  refine ⟨fun e f => exchange_iff (squares.1 e) (squares.1 f) ?_,
    fun e v => exchange_iff (squares.1 e) (squares.2 v) ?_, fun v w => ?_, loop_eq_one⟩
  · -- different non-identity letters meet only on the face qubit, exactly for adjacent edges
    cases e <;> cases f <;>
      simp [Adjacent, tail, head, E, tensor_mul, pauli_table, tensor_scalar]
  · -- Z meets X or Y at an endpoint and the identity elsewhere
    cases e <;> cases v <;>
      simp [Incident, tail, head, E, V, tensor_mul, pauli_table, tensor_scalar]
  · cases v <;> cases w <;> simp [V, tensor_mul]

/-- The four strings `majorana` square to one and anticommute pairwise; each anticommutes with
the vertex operator of its own vertex and commutes with the others. -/
theorem majorana_relations :
    (∀ v, majorana v * majorana v = 1) ∧
    (∀ v w, v ≠ w → majorana v * majorana w = -(majorana w * majorana v)) ∧
    (∀ v, majorana v * V v = -(V v * majorana v)) ∧
    (∀ v w, v ≠ w → majorana v * V w = V w * majorana v) := by
  refine ⟨fun v => ?_, fun v w => ?_, fun v => ?_, fun v w => ?_⟩
  · cases v <;> simp [majorana, tensor_mul, pauli_table]
  · cases v <;> cases w <;> simp [majorana, tensor_mul, pauli_table, tensor_scalar]
  · cases v <;> simp [majorana, V, tensor_mul, pauli_table, tensor_scalar]
  · cases v <;> cases w <;> simp [majorana, V, tensor_mul, pauli_table, tensor_scalar]

/-- Each edge operator is the Majorana bilinear -i γ_j γ_k of its tail j and head k. -/
theorem edge_eq_bilinear (e : Edge) :
    E e = -(Complex.I • (majorana (tail e) * majorana (head e))) := by
  cases e <;>
    simp [E, tail, head, majorana, tensor_mul, pauli_table, tensor_scalar, smul_smul]

end

end CompactPlaquette
```

```lean
#print axioms CompactPlaquette.compact_plaquette
#print axioms CompactPlaquette.majorana_relations
#print axioms CompactPlaquette.edge_eq_bilinear
```

```
'CompactPlaquette.compact_plaquette' depends on axioms: [propext, Classical.choice, Quot.sound]
'CompactPlaquette.majorana_relations' depends on axioms: [propext, Classical.choice, Quot.sound]
'CompactPlaquette.edge_eq_bilinear' depends on axioms: [propext, Classical.choice, Quot.sound]
```

## Four modes and a face qubit

Qubits 1 to 4 sit on the corners of a square, one fermionic mode each, and qubit 5 sits on the face. With Pauli matrices $X,Y,Z$ and the qubit as subscript, `E` lists

$$E_{12}=X_1Y_2Y_5,\quad E_{32}=X_3Y_2X_5,\quad E_{34}=X_3Y_4Y_5,\quad E_{14}=-X_1Y_4X_5 .$$

`Op` is the type of complex $32\times32$ matrices, and `tensor5` is the Kronecker product in qubit order. The convention $E_{ji}=-E_{ij}$ is the definition `Erev`, and `V` gives $V_j=Z_j$.

The theorem `compact_plaquette` says that two edges anticommute exactly when they are adjacent and commute exactly when they are not. The same holds for an edge and $V_j$, with "adjacent" replaced by "$j$ is an endpoint". The $V_j$ commute with each other, and $E_{12}E_{23}E_{34}E_{41}=1$. This is an identity of matrices, so no stabilizer condition restricts the states. That every $E$ and $V$ squares to one is the separate theorem `squares`.

Adjacency needs care: it must mean sharing exactly one endpoint. With "at least one", an edge would be adjacent to itself, and $E^2=-E^2$ would contradict $E^2=1$. Since all tails lie in $\{1,3\}$ and all heads in $\{2,4\}$, `Adjacent` can say that exactly one of the two pairs agrees.

## Majorana operators behind the edges

In a fermionic model, $V_j$ is the parity $1-2n_j$ of mode $j$, with $n_j$ its occupation, and an edge operator is $-i$ times a product of two Majorana operators. Here the single Majoranas exist as Pauli strings too:

$$\gamma_1=Y_1,\quad \gamma_2=Z_1Y_2Y_5,\quad \gamma_3=-Z_1X_3Z_5,\quad \gamma_4=-Z_1Y_4X_5 .$$

By `majorana_relations` they square to one and anticommute pairwise, and $\gamma_j$ anticommutes with $V_j$ alone among the vertex operators. By `edge_eq_bilinear`, $E_{jk}=-i\gamma_j\gamma_k$ for each listed edge; for example, $-i\,Y_1Z_1Y_2Y_5=X_1Y_2Y_5$.

Hopping terms in quantum simulations of lattice fermions can be built from such $E$ and $V$; the result covers their algebra on a single plaquette, not the consistency of neighbouring faces in a larger lattice.

## Signs from the Pauli table

Two Pauli strings anticommute when they carry different non-identity letters on an odd number of qubits; otherwise they commute. Each edge squares to one because each of its letters does, and the sign of $E_{14}$ squares away.

Edges that meet at a corner carry the same letter there, so only the face qubit can produce a sign. $E_{12}$ and $E_{34}$ have $Y_5$, while $E_{32}$ and $E_{14}$ have $X_5$. The letters differ exactly for adjacent edges. Against $V_j=Z_j$, an edge has $X$ or $Y$ at its endpoints and the identity at the other corners.

In the loop, the two reversal signs cancel:

$$E_{12}E_{23}E_{34}E_{41}=E_{12}E_{32}E_{34}E_{14}=-\,Y_5X_5Y_5X_5=-(-iZ_5)^2=1 ,$$

since each corner letter appears twice.

The state $|00000\rangle$ shows this in numbers. With $Y|0\rangle=i|1\rangle$ and $Y|1\rangle=-i|0\rangle$, applying $E_{41}$, $E_{34}$, $E_{23}$ and $E_{12}$ in turn gives

$$|00000\rangle\to i|10011\rangle\to -i|10100\rangle\to -|11001\rangle\to|00000\rangle .$$

## From case checks to equivalences

In Lean, `tensor_mul` multiplies strings qubit by qubit, `pauli_table` evaluates the letters, and `tensor_scalar` moves phases to the front. The tactic `cases` runs through the edges and vertices, and `simp` applies these rules. The same computation proves `loop_eq_one` and the Majorana statements.

The case checks give one direction: adjacent edges anticommute, the others commute. The converse comes from `exchange_iff`. If $AB=BA$ and $AB=-BA$ both held, then $AB=0$; but $A^2=B^2=1$ gives $1=A(AB)B=0$, a contradiction. So each pair obeys only one of the two relations, and that relation determines whether the edges are adjacent, or whether the vertex is an endpoint.
